# An integer vector is the first row of an integer matrix of determinant ±1 exactly when its components have gcd 1

Suppose a two-dimensional crystal is to be cut along the lattice lines with Miller indices (2, 3). The convenient unit cell has one edge along the cut and another that leads to the next lattice line. Euclid's algorithm finds it. Subtract the first index from the second, then twice the second from the first, and move the remaining 1 to the front by one addition and one subtraction:

(2, 3) → (2, 1) → (0, 1) → (1, 1) → (1, 0)

The same operations, applied to the columns of the identity matrix, turn them into

b₀ = (2, −1), b₁ = (−3, 2)

Now 2·2 + 3·(−1) = 1 and 2·(−3) + 3·2 = 0, so b₁ lies along the cut and b₀ leads to the next line. The matrix with columns b₀ and b₁ has determinant 1, and its inverse has rows (2, 3) and (1, 2). The Miller indices have reappeared as the first row.

With indices (2, 4) the reduction ends at (2, 0), and no lattice point satisfies 2x₀ + 4x₁ = 1. The theorems below show that a common divisor is the only obstacle in every dimension n ≥ 1. For n = 3 this is the geometry of a slab calculation: b₁ and b₂ span the surface cell and b₀ leads to the next lattice plane, for an ideal lattice without regard to the atoms in the cell or to surface reconstruction.

## Planes, matrices and bases in integer coordinates

A lattice point is a column x of n integers, its coordinates in a given lattice basis. The indices h = (h₀, …, hₙ₋₁) assign to it the integer

h·x = h₀x₀ + … + hₙ₋₁xₙ₋₁

and, for h ≠ 0, points with equal h·x share a plane (a line for n = 2, a point for n = 1). In Lean both h and x have type `Fin n → ℤ`, counted from 0, and h·x is written `h ⬝ᵥ x`.

```lean
import Mathlib

open Matrix

namespace MillerAdaptedBasis

variable {n : ℕ}
```

`IsPrimitive` says that the gcd of all the indices is 1. Signs and zeros are allowed, but h = 0 has gcd 0 and is excluded.

```lean
/-- Miller indices are primitive when the gcd of all their components is 1. -/
def IsPrimitive (h : Fin n → ℤ) : Prop := Finset.univ.gcd h = 1
```

`IsUnimodular` allows both signs of the determinant, whereas some texts reserve the word for +1.

```lean
/-- An integer change of lattice basis: a square integer matrix of determinant 1 or -1. -/
def IsUnimodular (U : Matrix (Fin n) (Fin n) ℤ) : Prop := U.det = 1 ∨ U.det = -1
```

In `IsAdapted`, `b` is a genuine basis of the lattice over the integers: every lattice point is a unique integer combination of its vectors.

```lean
/-- A lattice basis is adapted to the Miller indices `h` when its first vector leads from the
plane `h·x = 0` to the plane `h·x = 1` and all its other vectors lie in the plane `h·x = 0`. -/
def IsAdapted [NeZero n] (h : Fin n → ℤ) (b : Module.Basis (Fin n) ℤ (Fin n → ℤ)) : Prop :=
  h ⬝ᵥ b 0 = 1 ∧ ∀ j, j ≠ 0 → h ⬝ᵥ b j = 0
```

The step to a real crystal that these definitions leave to the user is the choice of coordinates: the given basis must generate all lattice points. Indices that refer to a centred conventional cell have to be converted first. For a face-centred cubic lattice, the conventional (1, 0, 0) planes have indices (0, 1, 1) in the usual primitive basis. Lengths and angles do not enter, so an adapted basis need not be short or nearly orthogonal.

## At least one dimension

The condition n ≥ 1, `[NeZero n]` in Lean, provides a first index and a first basis vector. With n = 0 there is no row 0 to speak of. The derivation uses the condition when it reduces h to (d, 0, …, 0), which needs a first place for d.

Adding c times hᵢ to hⱼ, for i ≠ j, is multiplication of the row h from the right by the identity matrix with an extra entry c at position (i, j). This matrix is `transvection i j c`, and its determinant is 1.

```lean
/-- An elementary column operation adds `c` times the index `h i` to the index `h j`. -/
theorem vecMul_transvection (h : Fin n → ℤ) (i j : Fin n) (c : ℤ) :
    h ᵥ* transvection i j c = Function.update h j (h j + h i * c) := by
  ext k
  rw [transvection, Matrix.vecMul_add, Matrix.vecMul_one]
  by_cases hk : j = k
  · subst hk
    simp [Matrix.vecMul, dotProduct, Matrix.single_apply]
  · simp [Matrix.vecMul, dotProduct, hk, Ne.symm hk]
```

Suppose that two indices at different places are nonzero, with |hᵢ| ≤ |hⱼ|. Division with remainder gives

hⱼ = q hᵢ + r, 0 ≤ r < |hᵢ|

Adding −q times hᵢ to hⱼ leaves r in its place. Since r < |hⱼ|, the sum of all |hₖ| has decreased. It is a non-negative integer, so the process stops, with at most one nonzero index left. If that index, a, stands at a place j ≠ 0, two more operations move it to the front:

(0, a) → (a, a) → (a, 0)

The product V of all these matrices has determinant 1, and hV = (d, 0, …, 0).

The Lean proof is the same descent, written as strong induction on the sum of absolute values. Its first case performs the division (`hr` identifies the remainder, `hsum` shows the decrease), and its second case handles the last nonzero index. Primitivity has not been used yet.

```lean
/-- Euclid's algorithm on Miller indices: for every integer vector `h` of length `n ≥ 1` there is an
integer matrix `V` of determinant 1, depending on `h`, such that the row `h` times `V` has the form
`(d, 0, ..., 0)`. -/
theorem exists_reduction [NeZero n] (h : Fin n → ℤ) :
    ∃ (V : Matrix (Fin n) (Fin n) ℤ) (d : ℤ), V.det = 1 ∧ h ᵥ* V = Pi.single 0 d := by
  induction hN : ∑ i, (h i).natAbs using Nat.strong_induction_on generalizing h with
  | _ N ih =>
  by_cases hex : ∃ i j, i ≠ j ∧ h i ≠ 0 ∧ (h i).natAbs ≤ (h j).natAbs
  · -- two nonzero indices: replace the larger by its remainder modulo the smaller
    obtain ⟨i, j, hij, hi, hle⟩ := hex
    have hr : h j + h i * (-(h j / h i)) = h j % h i := by
      rw [Int.emod_def]; ring
    have hlt : (h j % h i).natAbs < (h j).natAbs := by
      have h1 := Int.emod_nonneg (h j) hi
      have h2 := Int.emod_lt_abs (h j) hi
      rw [Int.abs_eq_natAbs] at h2
      generalize h j % h i = r at h1 h2 ⊢
      omega
    have hsum : ∑ k, (Function.update h j (h j % h i) k).natAbs < N := by
      rw [← hN]
      apply Finset.sum_lt_sum
      · intro k _
        by_cases hk : k = j
        · subst hk
          rw [Function.update_self]
          exact hlt.le
        · rw [Function.update_of_ne hk]
      · exact ⟨j, Finset.mem_univ j, by rw [Function.update_self]; exact hlt⟩
    obtain ⟨V, d, hV, hd⟩ := ih _ hsum _ rfl
    refine ⟨transvection i j (-(h j / h i)) * V, d, ?_, ?_⟩
    · rw [Matrix.det_mul, Matrix.det_transvection_of_ne i j hij, hV, one_mul]
    · rw [← Matrix.vecMul_vecMul, vecMul_transvection, hr, hd]
  · -- at most one nonzero index is left
    have hz : ∀ i j, i ≠ j → h i ≠ 0 → h j = 0 := by
      intro i j hij hi
      by_contra hj
      rcases le_total (h i).natAbs (h j).natAbs with hl | hl
      · exact hex ⟨i, j, hij, hi, hl⟩
      · exact hex ⟨j, i, hij.symm, hj, hl⟩
    by_cases h0 : ∃ j, j ≠ 0 ∧ h j ≠ 0
    · -- move it to the first place by two column operations
      obtain ⟨j, hj0, hj⟩ := h0
      refine ⟨transvection j 0 1 * transvection 0 j (-1), h j, ?_, ?_⟩
      · rw [Matrix.det_mul, Matrix.det_transvection_of_ne j 0 hj0,
          Matrix.det_transvection_of_ne 0 j hj0.symm, one_mul]
      · rw [← Matrix.vecMul_vecMul, vecMul_transvection, vecMul_transvection]
        have hzero := hz j 0 hj0 hj
        ext k
        by_cases hk : k = j
        · subst hk
          simp [hj0, hzero]
        · by_cases hk0 : k = 0
          · subst hk0
            simp [hk, hzero]
          · simp [hk, hk0, hz j k (Ne.symm hk) hj]
    · refine ⟨1, h 0, Matrix.det_one, ?_⟩
      rw [Matrix.vecMul_one]
      ext k
      by_cases hk : k = 0
      · subst hk
        simp
      · have hk' : h k = 0 := by
          by_contra hne
          exact h0 ⟨k, hk, hne⟩
        simp [hk, hk']
```

## Indices with gcd 1

Physically, gcd 1 means that the planes h·x = 0, ±1, ±2, … all contain lattice points. In diffraction one also meets indices such as (2, 0, 0), which label a higher-order reflection when they refer to a primitive basis; every second plane of that family then contains no lattice point, although it may contain atoms.

By hand, the condition enters after the reduction. Let W = V⁻¹, which is an integer matrix because det V = 1. Multiplying hV = (d, 0, …, 0) by W gives

h = d · (row 0 of W)

so d divides every index. If their gcd is 1, then d = 1 or d = −1. Replace row 0 of W by h, which is d times the old row. The new matrix U has first row h and determinant d·det W = d = ±1.

Without the condition the conclusion fails, and h ≠ 0 is not enough: for (2, 4) every h·x is even. In general the gcd of the indices divides every value h·x, so a single lattice point with h·x = ±1 forces the gcd to be 1. The next lemma records this, and both converse directions rest on it.

```lean
/-- If `h·x` is 1 or -1 for some lattice vector `x`, the Miller indices `h` are primitive. -/
theorem isPrimitive_of_isUnit (h x : Fin n → ℤ) (hx : IsUnit (h ⬝ᵥ x)) : IsPrimitive h := by
  have hdvd : Finset.univ.gcd h ∣ h ⬝ᵥ x :=
    Finset.dvd_sum fun k hk => Dvd.dvd.mul_right (Finset.gcd_dvd hk) _
  have hu : IsUnit (Finset.univ.gcd h) := isUnit_of_dvd_unit hdvd hx
  rw [IsPrimitive, ← Finset.normalize_gcd]
  exact normalize_eq_one.mpr hu
```

## Integer entries and determinant ±1

A matrix with integer entries and determinant ±1 has an integer inverse, so it describes a new cell of the same volume that still generates every lattice point. Weakening the determinant condition to det U ≠ 0 would break the equivalence, since (2, 4) is the first row of the matrix with rows (2, 4) and (0, 1), of determinant 2. Integer entries matter too: with rows (2, 4) and (0, 1/2) the determinant is 1.

By hand, the condition is used in the converse. Let h be row 0 of U, and let x consist of the cofactors of that row, which are integers. Expansion of the determinant gives

h·x = det U = ±1

and the gcd of h is therefore 1.

In the Lean proof, the first half constructs U from W, written `V.adjugate`; `hrow` is the relation between h and d, `hdu` uses primitivity, and `updateRow` exchanges the row. The second half takes x from column 0 of `U.adjugate`, where the cofactors stand.

```lean
/-- In any dimension `n ≥ 1`, Miller indices are primitive if and only if they form the first
row of an integer matrix of determinant 1 or -1. -/
theorem isPrimitive_iff_first_row [NeZero n] (h : Fin n → ℤ) :
    IsPrimitive h ↔ ∃ U : Matrix (Fin n) (Fin n) ℤ, IsUnimodular U ∧ U 0 = h := by
  constructor
  · intro hp
    obtain ⟨V, d, hV, hd⟩ := exists_reduction h
    have hVW : V * V.adjugate = 1 := by rw [Matrix.mul_adjugate, hV, one_smul]
    have hW : V.adjugate.det = 1 := by
      have := congrArg Matrix.det hVW
      rwa [Matrix.det_mul, hV, one_mul, Matrix.det_one] at this
    -- undoing the reduction shows that h is d times the first row of the inverse
    have hrow : h = d • V.adjugate 0 := by
      have h1 : h = (Pi.single 0 d : Fin n → ℤ) ᵥ* V.adjugate := by
        rw [← hd, Matrix.vecMul_vecMul, hVW, Matrix.vecMul_one]
      rw [h1]
      ext k
      simp [Matrix.vecMul, dotProduct, Pi.single_apply]
    have hdu : IsUnit d := by
      apply isUnit_of_dvd_one
      rw [← show Finset.univ.gcd h = 1 from hp]
      apply Finset.dvd_gcd
      intro k _
      exact ⟨V.adjugate 0 k, congrFun hrow k⟩
    refine ⟨V.adjugate.updateRow 0 h, ?_, Matrix.updateRow_self⟩
    have hdet : (V.adjugate.updateRow 0 h).det = d := by
      rw [hrow, Matrix.det_updateRow_smul, Matrix.updateRow_eq_self, hW, mul_one]
    rw [IsUnimodular, hdet]
    exact Int.isUnit_iff.mp hdu
  · rintro ⟨U, hU, rfl⟩
    -- expansion of the determinant along the first row
    apply isPrimitive_of_isUnit (U 0) (fun k => U.adjugate k 0)
    have h1 : U 0 ⬝ᵥ (fun k => U.adjugate k 0) = U.det := by
      change (U * U.adjugate) 0 0 = U.det
      rw [Matrix.mul_adjugate]
      simp
    rw [h1]
    exact Int.isUnit_iff.mpr hU
```

The basis follows from U. Let bⱼ be column j of U⁻¹. Since UU⁻¹ is the identity, its row 0 reads

h·b₀ = 1, h·bⱼ = 0 for j ≠ 0

In Lean, the map `e` sends x to U⁻¹x and has the inverse x ↦ Ux. It therefore carries the standard basis to another lattice basis, and `key` is the displayed row. Conversely, an adapted basis contains a lattice point with h·x = 1, namely b₀, and the earlier lemma applies.

```lean
/-- Miller indices are primitive if and only if the lattice has a basis adapted to them. -/
theorem isPrimitive_iff_adapted_basis [NeZero n] (h : Fin n → ℤ) :
    IsPrimitive h ↔ ∃ b : Module.Basis (Fin n) ℤ (Fin n → ℤ), IsAdapted h b := by
  constructor
  · intro hp
    obtain ⟨U, hU, rfl⟩ := (isPrimitive_iff_first_row h).mp hp
    have hu : IsUnit U.det := Int.isUnit_iff.mpr hU
    have hUB : U * U⁻¹ = 1 := Matrix.mul_nonsing_inv U hu
    have hBU : U⁻¹ * U = 1 := Matrix.nonsing_inv_mul U hu
    -- the adapted basis consists of the columns of the inverse matrix
    let e : (Fin n → ℤ) ≃ₗ[ℤ] (Fin n → ℤ) :=
      LinearEquiv.ofLinearMap (Matrix.toLin' U⁻¹) (Matrix.toLin' U)
        (by rw [← Matrix.toLin'_mul, hBU, Matrix.toLin'_one])
        (by rw [← Matrix.toLin'_mul, hUB, Matrix.toLin'_one])
    have key : ∀ i, U 0 ⬝ᵥ ((Pi.basisFun ℤ (Fin n)).map e) i
        = (Pi.single i 1 : Fin n → ℤ) 0 := by
      intro i
      rw [Module.Basis.map_apply, Pi.basisFun_apply]
      change (U *ᵥ (Matrix.toLin' U⁻¹ (Pi.single i 1))) 0 = _
      rw [Matrix.toLin'_apply, Matrix.mulVec_mulVec, hUB, Matrix.one_mulVec]
    refine ⟨(Pi.basisFun ℤ (Fin n)).map e, ?_, ?_⟩
    · rw [key, Pi.single_eq_same]
    · intro j hj
      rw [key, Pi.single_eq_of_ne hj.symm]
  · rintro ⟨b, hb, -⟩
    exact isPrimitive_of_isUnit h (b 0) (by rw [hb]; exact isUnit_one)
```

## Both conditions on an adapted basis

An adapted basis has one vector that advances by one plane and others that do not leave the plane through the origin. Write a lattice point as x = c₀b₀ + … + cₙ₋₁bₙ₋₁ with integers cᵢ. Then

h·x = c₀(h·b₀) + … + cₙ₋₁(h·bₙ₋₁) = c₀

so the first coordinate numbers the plane. In particular, the points of the plane through the origin are exactly the integer combinations of b₁, …, bₙ₋₁.

The condition h·b₀ = 1 is not enough. For h = (2, 3), the basis (2, −1), (−1, 1) satisfies it, but both vectors advance by one line and h·x = c₀ + c₁. In the Lean proof `hb.2` removes the terms with j ≠ 0 and `hb.1` evaluates the one that remains; `b.repr x 0` is c₀.

```lean
/-- In an adapted basis the first coordinate of a lattice point `x` is the number `h·x` of the
lattice plane that contains it. -/
theorem plane_number_eq_coordinate [NeZero n] (h : Fin n → ℤ)
    (b : Module.Basis (Fin n) ℤ (Fin n → ℤ)) (hb : IsAdapted h b) (x : Fin n → ℤ) :
    h ⬝ᵥ x = b.repr x 0 := by
  have hlin : ∀ c : Fin n → ℤ, h ⬝ᵥ (∑ i, c i • b i) = ∑ i, c i * (h ⬝ᵥ b i) := by
    intro c
    simp only [dotProduct, Finset.sum_apply, Pi.smul_apply, smul_eq_mul, Finset.mul_sum]
    rw [Finset.sum_comm]
    refine Finset.sum_congr rfl fun i _ => Finset.sum_congr rfl fun k _ => ?_
    ring
  calc h ⬝ᵥ x = h ⬝ᵥ (∑ i, b.repr x i • b i) := by rw [b.sum_repr x]
    _ = ∑ i, b.repr x i * (h ⬝ᵥ b i) := hlin _
    _ = b.repr x 0 * (h ⬝ᵥ b 0) := by
      apply Finset.sum_eq_single 0
      · intro j _ hj
        rw [hb.2 j hj, mul_zero]
      · intro h0
        exact absurd (Finset.mem_univ _) h0
    _ = b.repr x 0 := by rw [hb.1, mul_one]
```

## Two dimensions for a fixed handedness

Determinant +1 means that the change of basis preserves handedness. If the matrix U found above has determinant −1, reversing the sign of any row other than row 0 changes the determinant to +1 and leaves h in place. This needs a second row, hence the hypothesis `2 ≤ n`, from which the proof obtains an index `j` different from 0.

```lean
/-- In dimension two or more, primitive Miller indices are the first row of an integer matrix
of determinant exactly 1. -/
theorem exists_det_one [NeZero n] (hn : 2 ≤ n) (h : Fin n → ℤ) (hp : IsPrimitive h) :
    ∃ U : Matrix (Fin n) (Fin n) ℤ, U.det = 1 ∧ U 0 = h := by
  obtain ⟨U, hU | hU, h0⟩ := (isPrimitive_iff_first_row h).mp hp
  · exact ⟨U, hU, h0⟩
  · -- reverse the sign of another row
    have : Nontrivial (Fin n) := Fin.nontrivial_iff_two_le.mpr hn
    obtain ⟨j, hj⟩ := exists_ne (0 : Fin n)
    refine ⟨U.updateRow j ((-1 : ℤ) • U j), ?_, ?_⟩
    · rw [Matrix.det_updateRow_smul, Matrix.updateRow_eq_self, hU]
      norm_num
    · rw [Matrix.updateRow_ne hj.symm, h0]
```

For n = 1 the only row is h itself. The index −1 is primitive, yet the only matrix with that row has determinant −1.

```lean
/-- In dimension one the index `-1` is primitive, but it is not the first row of an integer
matrix of determinant 1. -/
theorem det_one_fails_in_dimension_one :
    IsPrimitive (![-1] : Fin 1 → ℤ) ∧
      ¬ ∃ U : Matrix (Fin 1) (Fin 1) ℤ, U.det = 1 ∧ U 0 = ![-1] := by
  constructor
  · apply isPrimitive_of_isUnit _ ![1]
    simp [dotProduct]
  · rintro ⟨U, hd, h0⟩
    rw [Matrix.det_fin_one, h0] at hd
    norm_num at hd

end MillerAdaptedBasis
```

```lean
#print axioms MillerAdaptedBasis.isPrimitive_iff_first_row
-- 'MillerAdaptedBasis.isPrimitive_iff_first_row' depends on axioms: [propext, Classical.choice, Quot.sound]
#print axioms MillerAdaptedBasis.isPrimitive_iff_adapted_basis
-- 'MillerAdaptedBasis.isPrimitive_iff_adapted_basis' depends on axioms: [propext, Classical.choice, Quot.sound]
#print axioms MillerAdaptedBasis.exists_det_one
-- 'MillerAdaptedBasis.exists_det_one' depends on axioms: [propext, Classical.choice, Quot.sound]
#print axioms MillerAdaptedBasis.det_one_fails_in_dimension_one
-- 'MillerAdaptedBasis.det_one_fails_in_dimension_one' depends on axioms: [propext, Classical.choice, Quot.sound]
```

## The lattice without coordinates

The lattice could also be modelled as an abstract free ℤ-module L of rank n, with the Miller indices as a linear map from L to ℤ. Primitivity would then mean that this map takes every integer value, and the plane through the origin would be its kernel. A centred lattice could then be described without choosing a primitive basis, but conventional indices might still need rescaling: on a face-centred cubic lattice (1, 0, 0) takes half-integer values, and the primitive map is (2, 0, 0) in conventional coordinates. An adapted basis would arise from a basis of the kernel together with one vector of value 1. The gcd criterion would become a separate lemma about coordinates, and the matrix with first row h would appear only after a basis of L had been chosen.
